# Electron screening reduces the spin-orbit integral by a fraction that grows with l for nodeless radial functions differing only by the factor r^l

An orbital of angular momentum l enters here through its radial probability density, written as r^(2l+2) w(r) on 0 ≤ r ≤ R, and the same function w is used for every l being compared. The power is the usual behaviour near the nucleus. Real orbitals of different l have different w, so the trend in l proved below isolates the effect of that power. The profile w is continuous and strictly positive, which excludes radial nodes; it need not be normalised, because only ratios matter.

## Charge, potential and spin-orbit integral

```lean
import Mathlib

open Set

namespace ScreenedSpinOrbit

noncomputable section

variable {ρ w : ℝ → ℝ} {R Z : ℝ}
```

The density ρ and the profile w are real functions, and R and Z are real numbers. Later hypotheses constrain ρ and w only on `Icc 0 R`, the closed interval [0,R].

```lean
/-- Electron charge enclosed in the sphere of radius `r`, for a radial density `ρ`. -/
def enclosedCharge (ρ : ℝ → ℝ) (r : ℝ) : ℝ :=
  ∫ s in (0 : ℝ)..r, 4 * Real.pi * s ^ 2 * ρ s
```

For a spherical electron density ρ, this is the number of electrons inside radius r:

Q(r) = ∫₀^r 4πs²ρ(s) ds.

```lean
/-- Potential energy of an electron at radius `0 < r ≤ R` in the field of a nucleus `Z` and of
the density `ρ` inside radius `R`. -/
def potential (Z R : ℝ) (ρ : ℝ → ℝ) (r : ℝ) : ℝ :=
  -Z / r + enclosedCharge ρ r / r + ∫ s in r..R, 4 * Real.pi * s * ρ s
```

In atomic units, an electron at radius r has the potential energy

V(r) = −Z/r + Q(r)/r + ∫_r^R 4πsρ(s) ds.

This is nuclear attraction plus classical repulsion, without exchange or correlation.

```lean
/-- Potential energy of an electron at radius `r > 0` in the field of the bare nucleus. -/
def barePotential (Z r : ℝ) : ℝ := -Z / r
```

The comparison potential is −Z/r.

```lean
/-- Integral of `f` over `[0, R]` with weight `r ^ n * w r`. -/
def moment (w : ℝ → ℝ) (R : ℝ) (f : ℝ → ℝ) (n : ℕ) : ℝ :=
  ∫ r in (0 : ℝ)..R, f r * (r ^ n * w r)
```

Write M_n(f) = ∫₀^R f(r) rⁿ w(r) dr.

```lean
/-- Mean enclosed charge with weight `r ^ n * w r`, for weights of nonzero integral. -/
def chargeMean (ρ w : ℝ → ℝ) (R : ℝ) (n : ℕ) : ℝ :=
  moment w R (enclosedCharge ρ) n / moment w R (fun _ => 1) n
```

The mean enclosed charge is ⟨Q⟩_n = M_n(Q)/M_n(1).

```lean
/-- Radial spin-orbit integral of `V' / r` for an orbital with radial probability density
`r ^ (2 l + 2) * w r`, where `l ≥ 1`. -/
def spinOrbit (V w : ℝ → ℝ) (R : ℝ) (l : ℕ) : ℝ :=
  ∫ r in (0 : ℝ)..R, deriv V r / r * (r ^ (2 * l + 2) * w r)
```

This is ∫₀^R (V′/r) r^(2l+2) w dr, the radial factor of the one-electron spin-orbit energy. `deriv V r` is V′(r). Constants and the angular factor are omitted, since they cancel at fixed l.

```lean
/-- Screened spin-orbit integral divided by its bare-nucleus value, for `l ≥ 1` and `Z ≠ 0`. -/
def screeningRatio (Z : ℝ) (ρ w : ℝ → ℝ) (R : ℝ) (l : ℕ) : ℝ :=
  spinOrbit (potential Z R ρ) w R l / spinOrbit (barePotential Z) w R l
```

The ratio divides the screened integral by the bare one. At l = 0 the bare integrand behaves like 1/r near the nucleus and its integral diverges, so the theorems about the ratio require l ≥ 1.

## The slope seen by the electron

```lean
/-- The slope of the potential at radius `r` is that of a point charge `Z - Q(r)`. -/
theorem hasDerivAt_potential (hρ : ContinuousOn ρ (Icc 0 R)) {r : ℝ} (hr : r ∈ Ioo 0 R) :
    HasDerivAt (potential Z R ρ) ((Z - enclosedCharge ρ r) / r ^ 2) r := by
  have hne : r ≠ 0 := hr.1.ne'
  have hf : ContinuousOn (fun s => 4 * Real.pi * s ^ 2 * ρ s) (Icc 0 R) :=
    ContinuousOn.mul (by fun_prop) hρ
  have hg : ContinuousOn (fun s => 4 * Real.pi * s * ρ s) (Icc 0 R) :=
    ContinuousOn.mul (by fun_prop) hρ
  have hQ : HasDerivAt (enclosedCharge ρ) (4 * Real.pi * r ^ 2 * ρ r) r :=
    intervalIntegral.integral_hasDerivAt_right
      ((hf.mono (Icc_subset_Icc_right hr.2.le)).intervalIntegrable_of_Icc hr.1.le)
      ((hf.mono Ioo_subset_Icc_self).stronglyMeasurableAtFilter isOpen_Ioo r hr)
      (hf.continuousAt (Icc_mem_nhds hr.1 hr.2))
  have hT : HasDerivAt (fun u => ∫ s in u..R, 4 * Real.pi * s * ρ s)
      (-(4 * Real.pi * r * ρ r)) r :=
    intervalIntegral.integral_hasDerivAt_left
      ((hg.mono (Icc_subset_Icc_left hr.1.le)).intervalIntegrable_of_Icc hr.2.le)
      ((hg.mono Ioo_subset_Icc_self).stronglyMeasurableAtFilter isOpen_Ioo r hr)
      (hg.continuousAt (Icc_mem_nhds hr.1 hr.2))
  -- the contributions of the shell at `r` cancel
  refine ((((hasDerivAt_const r (-Z)).fun_div (hasDerivAt_id' r) hne).fun_add
    (hQ.fun_div (hasDerivAt_id' r) hne)).fun_add hT).congr_deriv ?_
  field_simp
  ring
```

For continuous ρ and 0 < r < R, `HasDerivAt` says that V is differentiable at r with the stated derivative. By hand, Q′ = 4πr²ρ, and the outer integral has derivative −4πrρ. Hence

V′ = Z/r² + 4πrρ − Q/r² − 4πrρ = (Z − Q)/r².

`hQ` and `hT` are the two applications of the fundamental theorem of calculus; `field_simp` and `ring` do the cancellation.

## Means of the enclosed charge

```lean
/-- The enclosed charge is a continuous function of the radius. -/
theorem continuousOn_enclosedCharge (hR : 0 < R) (hρ : ContinuousOn ρ (Icc 0 R)) :
    ContinuousOn (enclosedCharge ρ) (Icc 0 R) := by
  have hf : ContinuousOn (fun s => 4 * Real.pi * s ^ 2 * ρ s) (Icc 0 R) :=
    ContinuousOn.mul (by fun_prop) hρ
  have h := intervalIntegral.continuousOn_primitive_interval'
    (hf.intervalIntegrable_of_Icc (μ := MeasureTheory.volume) hR.le) left_mem_uIcc
  rw [uIcc_of_le hR.le] at h
  exact h
```

Q is continuous, being an integral with a variable upper limit.

```lean
/-- For a nonnegative density the enclosed charge does not decrease with the radius. -/
theorem monotoneOn_enclosedCharge (hρ : ContinuousOn ρ (Icc 0 R))
    (hρ0 : ∀ r ∈ Icc 0 R, 0 ≤ ρ r) : MonotoneOn (enclosedCharge ρ) (Icc 0 R) := by
  intro a ha b hb hab
  have hf : ContinuousOn (fun s => 4 * Real.pi * s ^ 2 * ρ s) (Icc 0 R) :=
    ContinuousOn.mul (by fun_prop) hρ
  have h := intervalIntegral.integral_add_adjacent_intervals (μ := MeasureTheory.volume)
    ((hf.mono (Icc_subset_Icc_right ha.2)).intervalIntegrable_of_Icc ha.1)
    ((hf.mono (Icc_subset_Icc ha.1 hb.2)).intervalIntegrable_of_Icc hab)
  have h0 : 0 ≤ ∫ s in a..b, 4 * Real.pi * s ^ 2 * ρ s :=
    intervalIntegral.integral_nonneg hab fun s hs =>
      mul_nonneg (by positivity) (hρ0 s ⟨ha.1.trans hs.1, hs.2.trans hb.2⟩)
  unfold enclosedCharge
  linarith
```

If ρ ≥ 0, then for a ≤ b the difference Q(b) − Q(a) = ∫_a^b 4πs²ρ ds is nonnegative.

```lean
/-- Weighted radial integrals are linear in the integrated quantity. -/
theorem moment_lin (hR : 0 < R) (hw : ContinuousOn w (Icc 0 R)) {f g : ℝ → ℝ}
    (hf : ContinuousOn f (Icc 0 R)) (hg : ContinuousOn g (Icc 0 R)) (a b : ℝ) (n : ℕ) :
    moment w R (fun r => a * f r - b * g r) n = a * moment w R f n - b * moment w R g n := by
  have hp : ContinuousOn (fun r => r ^ n * w r) (Icc 0 R) :=
    (continuous_pow n).continuousOn.mul hw
  have h1 : IntervalIntegrable (fun r => a * (f r * (r ^ n * w r))) MeasureTheory.volume 0 R :=
    (continuousOn_const.mul (hf.mul hp)).intervalIntegrable_of_Icc hR.le
  have h2 : IntervalIntegrable (fun r => b * (g r * (r ^ n * w r))) MeasureTheory.volume 0 R :=
    (continuousOn_const.mul (hg.mul hp)).intervalIntegrable_of_Icc hR.le
  unfold moment
  rw [← intervalIntegral.integral_const_mul, ← intervalIntegral.integral_const_mul,
    ← intervalIntegral.integral_sub h1 h2]
  congr 1
  ext r
  ring
```

M_n(af − bg) = a M_n(f) − b M_n(g), by linearity of the integral.

```lean
/-- A continuous nonnegative quantity that is positive at some radius `c` with `0 < c ≤ R` has a
positive integral with weight `r ^ n * w r`, for continuous positive `w`. -/
theorem moment_pos (hR : 0 < R) (hw : ContinuousOn w (Icc 0 R)) (hw0 : ∀ r ∈ Icc 0 R, 0 < w r)
    {f : ℝ → ℝ} (hf : ContinuousOn f (Icc 0 R)) (hf0 : ∀ r ∈ Icc 0 R, 0 ≤ f r)
    {c : ℝ} (hc : c ∈ Ioc 0 R) (hfc : 0 < f c) (n : ℕ) : 0 < moment w R f n :=
  intervalIntegral.integral_pos hR (hf.mul ((continuous_pow n).continuousOn.mul hw))
    (fun r hr => mul_nonneg (hf0 r ⟨hr.1.le, hr.2⟩)
      (mul_nonneg (pow_nonneg hr.1.le n) (hw0 r ⟨hr.1.le, hr.2⟩).le))
    ⟨c, ⟨hc.1.le, hc.2⟩, mul_pos hfc (mul_pos (pow_pos hc.1 n) (hw0 c ⟨hc.1.le, hc.2⟩))⟩
```

If f is continuous, nonnegative and positive at some c in (0,R], then M_n(f) > 0. The proof evaluates the integrand at c, where rⁿ must not vanish, so c > 0 is assumed; by continuity of f the conclusion also holds if f is positive at 0.

```lean
/-- For a nonnegative density with some charge within `R`, the weighted mean of the enclosed charge
is positive and grows strictly with the power of `r` in the weight. -/
theorem chargeMean_strictMono (hR : 0 < R) (hρ : ContinuousOn ρ (Icc 0 R))
    (hρ0 : ∀ r ∈ Icc 0 R, 0 ≤ ρ r) (hw : ContinuousOn w (Icc 0 R))
    (hw0 : ∀ r ∈ Icc 0 R, 0 < w r) (hQ : 0 < enclosedCharge ρ R) :
    (∀ n, 0 < chargeMean ρ w R n) ∧ StrictMono (chargeMean ρ w R) := by
  have hc := continuousOn_enclosedCharge hR hρ
  have hm := monotoneOn_enclosedCharge hρ hρ0
  have h0R : (0 : ℝ) ∈ Icc 0 R := ⟨le_rfl, hR.le⟩
  have hRR : R ∈ Icc 0 R := ⟨hR.le, le_rfl⟩
  have hQ0 : enclosedCharge ρ 0 = 0 := by simp [enclosedCharge]
  have hone : ContinuousOn (fun _ : ℝ => (1 : ℝ)) (Icc 0 R) := continuousOn_const
  have hN : ∀ n, 0 < moment w R (fun _ => 1) n :=
    moment_pos hR hw hw0 hone (fun _ _ => zero_le_one) ⟨hR, le_rfl⟩ one_pos
  have hpos : ∀ n, 0 < chargeMean ρ w R n := fun n =>
    div_pos (moment_pos hR hw hw0 hc (fun r hr => hQ0 ▸ hm h0R hr hr.1) ⟨hR, le_rfl⟩ hQ n) (hN n)
  refine ⟨hpos, fun m n hmn => ?_⟩
  obtain ⟨k, rfl⟩ := Nat.exists_eq_add_of_lt hmn
  obtain ⟨a, ha⟩ : ∃ a, a = chargeMean ρ w R m := ⟨_, rfl⟩
  have haN : a * moment w R (fun _ => 1) m = moment w R (enclosedCharge ρ) m := by
    rw [ha, chargeMean, div_mul_cancel₀ _ (hN m).ne']
  have ha0 : 0 < a := ha ▸ hpos m
  -- the mean lies strictly below the total charge
  have haR : a < enclosedCharge ρ R := by
    obtain ⟨c, hcI, hcv⟩ := intermediate_value_Icc hR.le hc
      (show enclosedCharge ρ R / 2 ∈ Icc (enclosedCharge ρ 0) (enclosedCharge ρ R) from
        ⟨by linarith, by linarith⟩)
    have hc0 : 0 < c := lt_of_le_of_ne hcI.1 (by rintro rfl; linarith)
    have h := moment_pos hR hw hw0
      (f := fun r => enclosedCharge ρ R * 1 - 1 * enclosedCharge ρ r)
      (continuousOn_const.sub (continuousOn_const.mul hc))
      (fun r hr => by have := hm hr hRR hr.2; linarith) ⟨hc0, hcI.2⟩ (by linarith) m
    rw [moment_lin hR hw hone hc, ← haN] at h
    by_contra hcon
    nlinarith [mul_le_mul_of_nonneg_right (not_lt.mp hcon) (hN m).le]
  -- so it is the charge enclosed at some radius `r₀`
  obtain ⟨r₀, hr₀, hv⟩ := intermediate_value_Icc hR.le hc
    (show a ∈ Icc (enclosedCharge ρ 0) (enclosedCharge ρ R) from ⟨by linarith, haR.le⟩)
  have hlt : r₀ < R := lt_of_le_of_ne hr₀.2 (by rintro rfl; linarith)
  have hD : ContinuousOn (fun r => 1 * enclosedCharge ρ r - a * 1) (Icc 0 R) :=
    (continuousOn_const.mul hc).sub continuousOn_const
  have hE : ContinuousOn (fun r => r ^ (k + 1) * (1 * enclosedCharge ρ r - a * 1)) (Icc 0 R) :=
    (continuous_pow (k + 1)).continuousOn.mul hD
  -- `Q - a` and `r ^ (k+1) - r₀ ^ (k+1)` change sign together
  have h := moment_pos hR hw hw0
    (f := fun r => 1 * (r ^ (k + 1) * (1 * enclosedCharge ρ r - a * 1))
      - r₀ ^ (k + 1) * (1 * enclosedCharge ρ r - a * 1))
    ((continuousOn_const.mul hE).sub (continuousOn_const.mul hD))
    (fun r hr => by
      rcases le_total r r₀ with hle | hle
      · have h1 := hm hr hr₀ hle
        have h2 : r ^ (k + 1) ≤ r₀ ^ (k + 1) := pow_le_pow_left₀ hr.1 hle _
        rw [hv] at h1
        nlinarith [mul_nonneg (sub_nonneg.2 h1) (sub_nonneg.2 h2)]
      · have h1 := hm hr₀ hr hle
        have h2 : r₀ ^ (k + 1) ≤ r ^ (k + 1) := pow_le_pow_left₀ hr₀.1 hle _
        rw [hv] at h1
        nlinarith [mul_nonneg (sub_nonneg.2 h1) (sub_nonneg.2 h2)])
    ⟨hR, le_rfl⟩
    (by
      have h2 : r₀ ^ (k + 1) < R ^ (k + 1) := pow_lt_pow_left₀ hlt hr₀.1 (Nat.succ_ne_zero k)
      nlinarith [mul_pos (sub_pos.2 haR) (sub_pos.2 h2)]) m
  have hshift : moment w R (fun r => r ^ (k + 1) * (1 * enclosedCharge ρ r - a * 1)) m
      = moment w R (fun r => 1 * enclosedCharge ρ r - a * 1) (m + k + 1) := by
    unfold moment
    congr 1
    ext r
    ring
  rw [moment_lin hR hw hE hD, hshift, moment_lin hR hw hc hone, moment_lin hR hw hc hone,
    haN] at h
  rw [← ha, chargeMean, lt_div_iff₀ (hN _)]
  linarith
```

If Q(R) > 0, every mean is positive and ⟨Q⟩_n increases strictly with n. Positivity follows from the previous lemma, as Q ≥ 0 and Q(R) > 0.

For the increase, take n = m + k + 1 and a = ⟨Q⟩_m. Q takes the value Q(R)/2 somewhere, so Q(R) − Q is positive there and a < Q(R). By the intermediate value theorem a = Q(r₀) for some r₀ < R. Since Q and r^(k+1) both rise with r,

(Q(r) − a)(r^(k+1) − r₀^(k+1)) ≥ 0,

with strict inequality at r = R. Integrating with weight r^m w gives

0 < M_n(Q) − a M_n(1) − r₀^(k+1) [M_m(Q) − a M_m(1)].

The bracket is zero by the definition of a, so ⟨Q⟩_n > a. In the code, `nlinarith` proves the sign of the product and `hshift` absorbs r^(k+1) into the weight.

The same argument by hand gives a strictly increasing mean for any continuous nondecreasing f with f(0) < f(R) in place of Q.

```lean
/-- For a nonnegative density, the weighted mean of the enclosed charge is nonnegative and does not
decrease with the power of `r` in the weight. -/
theorem chargeMean_monotone (hR : 0 < R) (hρ : ContinuousOn ρ (Icc 0 R))
    (hρ0 : ∀ r ∈ Icc 0 R, 0 ≤ ρ r) (hw : ContinuousOn w (Icc 0 R))
    (hw0 : ∀ r ∈ Icc 0 R, 0 < w r) :
    (∀ n, 0 ≤ chargeMean ρ w R n) ∧ Monotone (chargeMean ρ w R) := by
  have hm := monotoneOn_enclosedCharge hρ hρ0
  have hQ0 : enclosedCharge ρ 0 = 0 := by simp [enclosedCharge]
  have h0R : (0 : ℝ) ∈ Icc 0 R := ⟨le_rfl, hR.le⟩
  have hRR : R ∈ Icc 0 R := ⟨hR.le, le_rfl⟩
  have hQR : 0 ≤ enclosedCharge ρ R := hQ0 ▸ hm h0R hRR hR.le
  rcases hQR.eq_or_lt with h | h
  · -- without charge inside `R` every mean vanishes
    have hz : ∀ n, chargeMean ρ w R n = 0 := by
      intro n
      have hi : moment w R (enclosedCharge ρ) n = ∫ _ in (0 : ℝ)..R, (0 : ℝ) := by
        refine intervalIntegral.integral_congr fun r hr => ?_
        rw [uIcc_of_le hR.le] at hr
        have h1 := hm h0R hr hr.1
        have h2 := hm hr hRR hr.2
        have h3 : enclosedCharge ρ r = 0 := by linarith
        simp [h3]
      rw [chargeMean, hi]
      simp
    exact ⟨fun n => (hz n).ge, fun m n _ => by rw [hz m, hz n]⟩
  · obtain ⟨h1, h2⟩ := chargeMean_strictMono hR hρ hρ0 hw hw0 h
    exact ⟨fun n => (h1 n).le, h2.monotone⟩
```

Without assuming Q(R) > 0, the means are still nonnegative and nondecreasing: if Q(R) = 0, then Q vanishes throughout and so do all means.

The condition ρ ≥ 0 matters. With R = 1, w = 1 and ρ = −3/(4π), which is not a physical electron density, one finds Q = −r³ and ⟨Q⟩_n = −(n+1)/(n+4), which is negative and decreasing.

## From the mean charge to the spin-orbit ratio

```lean
/-- If `V' = F / r ^ 2` on `(0, R)`, the spin-orbit integral for `l = k + 1` is the integral of
`F` with weight `r ^ (2 l - 1) * w r`. -/
theorem spinOrbit_eq_moment (hR : 0 < R) {V F : ℝ → ℝ}
    (hV : ∀ r ∈ Ioo 0 R, HasDerivAt V (F r / r ^ 2) r) (k : ℕ) :
    spinOrbit V w R (k + 1) = moment w R F (2 * k + 1) := by
  unfold spinOrbit moment
  rw [intervalIntegral.integral_of_le hR.le, intervalIntegral.integral_of_le hR.le,
    MeasureTheory.integral_Ioc_eq_integral_Ioo, MeasureTheory.integral_Ioc_eq_integral_Ioo]
  refine MeasureTheory.setIntegral_congr_fun measurableSet_Ioo fun r hr => ?_
  have hne : r ≠ 0 := hr.1.ne'
  have hp : r ^ (2 * (k + 1) + 2) = r ^ (2 * k + 1) * r ^ 3 := by ring
  have hc : F r / r ^ 2 / r * r ^ 3 = F r := by field_simp
  rw [(hV r hr).deriv, hp]
  linear_combination (r ^ (2 * k + 1) * w r) * hc
```

If V′ = F/r² inside the interval, then

(V′/r) r^(2l+2) w = F r^(2l−1) w.

Lean writes l = k + 1, so the power is 2k + 1. The proof passes to the open interval, where the derivative is known; the endpoints do not affect the integral.

```lean
/-- For `l ≥ 1` the screened spin-orbit integral is the bare one times `1 - ⟨Q⟩ / Z`, with the
mean taken with weight `r ^ (2 l - 1) * w r`. -/
theorem screeningRatio_eq (hR : 0 < R) (hρ : ContinuousOn ρ (Icc 0 R))
    (hw : ContinuousOn w (Icc 0 R)) (hw0 : ∀ r ∈ Icc 0 R, 0 < w r) (hZ : Z ≠ 0)
    {l : ℕ} (hl : 1 ≤ l) :
    screeningRatio Z ρ w R l = 1 - chargeMean ρ w R (2 * l - 1) / Z := by
  obtain ⟨k, rfl⟩ : ∃ k, l = k + 1 := ⟨l - 1, by omega⟩
  have hk : 2 * (k + 1) - 1 = 2 * k + 1 := by omega
  have hc := continuousOn_enclosedCharge hR hρ
  have hone : ContinuousOn (fun _ : ℝ => (1 : ℝ)) (Icc 0 R) := continuousOn_const
  have hN : moment w R (fun _ => 1) (2 * k + 1) ≠ 0 :=
    (moment_pos hR hw hw0 hone (fun _ _ => zero_le_one) ⟨hR, le_rfl⟩ one_pos _).ne'
  have h1 : spinOrbit (potential Z R ρ) w R (k + 1)
      = Z * moment w R (fun _ => 1) (2 * k + 1)
        - 1 * moment w R (enclosedCharge ρ) (2 * k + 1) := by
    rw [← moment_lin hR hw hone hc]
    exact spinOrbit_eq_moment hR
      (fun r hr => (hasDerivAt_potential hρ hr).congr_deriv (by ring)) k
  have h2 : spinOrbit (barePotential Z) w R (k + 1)
      = Z * moment w R (fun _ => 1) (2 * k + 1) - 0 * moment w R (fun _ => 1) (2 * k + 1) := by
    rw [← moment_lin hR hw hone hone]
    exact spinOrbit_eq_moment hR (fun r hr =>
      ((hasDerivAt_const r (-Z)).fun_div (hasDerivAt_id' r) hr.1.ne').congr_deriv (by ring)) k
  rw [screeningRatio, h1, h2, hk, chargeMean, zero_mul, sub_zero, one_mul]
  field_simp
```

Put F = Z − Q for the screened potential and F = Z for the bare one. Dividing the integrals gives, for l ≥ 1,

ratio = 1 − ⟨Q⟩_(2l−1)/Z.

```lean
/-- At a common profile `w`, the ratio of screened to bare spin-orbit integral is below one for
every `l ≥ 1` and strictly smaller for higher `l`, provided `Z > 0`, the density is nonnegative and
some charge lies within `R`. -/
theorem bare_nucleus_overestimates (hR : 0 < R) (hρ : ContinuousOn ρ (Icc 0 R))
    (hρ0 : ∀ r ∈ Icc 0 R, 0 ≤ ρ r) (hw : ContinuousOn w (Icc 0 R))
    (hw0 : ∀ r ∈ Icc 0 R, 0 < w r) (hQ : 0 < enclosedCharge ρ R) (hZ : 0 < Z)
    {l l' : ℕ} (hl : 1 ≤ l) (hll' : l < l') :
    screeningRatio Z ρ w R l < 1 ∧ screeningRatio Z ρ w R l' < screeningRatio Z ρ w R l := by
  obtain ⟨hpos, hmono⟩ := chargeMean_strictMono hR hρ hρ0 hw hw0 hQ
  rw [screeningRatio_eq hR hρ hw hw0 hZ.ne' hl,
    screeningRatio_eq hR hρ hw hw0 hZ.ne' (hl.trans hll'.le)]
  have h1 := div_pos (hpos (2 * l - 1)) hZ
  have h2 := div_lt_div_of_pos_right
    (hmono (show 2 * l - 1 < 2 * l' - 1 by omega)) hZ
  exact ⟨by linarith, by linarith⟩

end

end ScreenedSpinOrbit
```

For Z > 0, Q(R) > 0 and 1 ≤ l < l′, the ratio is below one at l and smaller still at l′: the means are positive, and 2l − 1 < 2l′ − 1. Nothing requires Q(R) ≤ Z, so the ratio may even be negative.

For calculations that add spin-orbit coupling to first order in the Pauli form V′/r, with V taken from the bare nucleus and the orbital held fixed, this gives the sign of the error in the radial integral from omitting classical screening, and shows that the error grows with l relative to the bare value, within the model of a spherical density and one common nodeless profile w, with the orbital cut off at R.

```lean
#print axioms ScreenedSpinOrbit.chargeMean_monotone
-- 'ScreenedSpinOrbit.chargeMean_monotone' depends on axioms: [propext, Classical.choice, Quot.sound]
#print axioms ScreenedSpinOrbit.spinOrbit_eq_moment
-- 'ScreenedSpinOrbit.spinOrbit_eq_moment' depends on axioms: [propext, Classical.choice, Quot.sound]
#print axioms ScreenedSpinOrbit.bare_nucleus_overestimates
-- 'ScreenedSpinOrbit.bare_nucleus_overestimates' depends on axioms: [propext, Classical.choice, Quot.sound]
```
